# Two finite matrices with no common eigenvalue have only the zero intertwiner

Let `F` and `G` be finite square complex matrices, possibly of different sizes and not assumed Hermitian, with no eigenvalue in common. The theorem `homogeneous_eq_zero` says that a rectangular matrix `t` with `F * t = t * G` must be zero. In physical terms, no nonzero linear map carries the action of one finite-dimensional operator into that of the other when their spectra are disjoint. The attempt first shows that the two characteristic polynomials are coprime, and deduces from the Bézout identity and the Cayley–Hamilton theorem that the characteristic polynomial of `G`, evaluated at `F`, is invertible. Moved past `t`, the same polynomial is evaluated at `G` and vanishes, so `t` is zero.

As first written in Lean, the proof fails:

```lean
import Mathlib

open Matrix

namespace HomogeneousEqZero

variable {V O : Type*} [Fintype V] [DecidableEq V] [Fintype O] [DecidableEq O]

/-- The number `μ` is an eigenvalue of the matrix `A`: some nonzero vector `x` satisfies
`A x = μ x`. -/
def IsEigenvalue {n : Type*} [Fintype n] (A : Matrix n n ℂ) (μ : ℂ) : Prop :=
  ∃ x : n → ℂ, x ≠ 0 ∧ A *ᵥ x = μ • x

/-- The eigenvalues of a matrix are the zeros of its characteristic determinant. -/
theorem isEigenvalue_iff_det (A : Matrix V V ℂ) (μ : ℂ) :
    IsEigenvalue A μ ↔ (Matrix.scalar V μ - A).det = 0 := by
  have key : ∀ x : V → ℂ, (Matrix.scalar V μ - A) *ᵥ x = μ • x - A *ᵥ x := by
    intro x
    rw [Matrix.sub_mulVec]
    congr 1
    ext i
    simp [Matrix.scalar_apply, Matrix.mulVec_diagonal]
  rw [← Matrix.exists_mulVec_eq_zero_iff]
  constructor
  · rintro ⟨x, hx, h⟩
    exact ⟨x, hx, by rw [key, h, sub_self]⟩
  · rintro ⟨x, hx, h⟩
    exact ⟨x, hx, (sub_eq_zero.mp ((key x).symm.trans h)).symm⟩

/-- If `F t = t G`, then `p(F) t = t p(G)` for every polynomial `p`. -/
theorem polynomial_intertwines {F : Matrix V V ℂ} {G : Matrix O O ℂ} {t : Matrix V O ℂ}
    (h : F * t = t * G) (p : Polynomial ℂ) :
    Polynomial.aeval F p * t = t * Polynomial.aeval G p := by
  have hpow : ∀ k : ℕ, F ^ k * t = t * G ^ k := by
    intro k
    induction k with
    | zero => simp
    | succ k ih =>
      rw [pow_succ, pow_succ, Matrix.mul_assoc, h, ← Matrix.mul_assoc (F ^ k) t G, ih,
        Matrix.mul_assoc]
  induction p using Polynomial.induction_on' with
  | add p q hp hq => rw [map_add, map_add, Matrix.add_mul, Matrix.mul_add, hp, hq]
  | monomial k c =>
    rw [Polynomial.aeval_monomial, Polynomial.aeval_monomial, ← Algebra.smul_def,
      ← Algebra.smul_def, Matrix.smul_mul, Matrix.mul_smul, hpow]

/-- If `F` and `G` have no common eigenvalue, the homogeneous equation `F t = t G` has only
the solution `t = 0`. -/
theorem homogeneous_eq_zero {F : Matrix V V ℂ} {G : Matrix O O ℂ}
    (h : ∀ μ, ¬ (IsEigenvalue F μ ∧ IsEigenvalue G μ)) {t : Matrix V O ℂ}
    (ht : F * t = t * G) : t = 0 := by
  -- without a common root the characteristic polynomials are coprime
  have hco : IsCoprime F.charpoly G.charpoly := by
    refine (Polynomial.isCoprime_iff_aeval_ne_zero_of_isAlgClosed ℂ _ _).mpr fun μ => ?_
    by_contra hc
    simp only [not_or, not_ne_iff, Polynomial.coe_aeval_eq_eval, Matrix.eval_charpoly] at hc
    exact h μ ⟨(isEigenvalue_iff_det F μ).mpr hc.1, (isEigenvalue_iff_det G μ).mpr hc.2⟩
  obtain ⟨a, b, hab⟩ := hco
  -- Cayley-Hamilton for `F` turns the Bézout identity into an inverse
  have h1 : Polynomial.aeval F b * Polynomial.aeval F G.charpoly = 1 := by
    have h2 := congrArg (Polynomial.aeval F) hab
    rwa [map_add, map_mul, map_mul, Matrix.aeval_self_charpoly, mul_zero, zero_add,
      map_one] at h2
  calc t = (Polynomial.aeval F b * Polynomial.aeval F G.charpoly) * t := by
        rw [h1, Matrix.one_mul]
    _ = Polynomial.aeval F b * (t * Polynomial.aeval G G.charpoly) := by
        rw [Matrix.mul_assoc, polynomial_intertwines ht]
    _ = 0 := by rw [Matrix.aeval_self_charpoly, Matrix.mul_zero, Matrix.mul_zero]

end HomogeneousEqZero
```

Messages:

```
Main.lean:54:73: error(lean.invalidField): Invalid field `mpr`: The environment does not contain `Function.mpr`, so it is not possible to project the field `mpr` from an expression
  Polynomial.isCoprime_iff_aeval_ne_zero_of_isAlgClosed ℂ ?m.35 ?m.39
of type
  ∀ (q : Polynomial ℂ), IsCoprime ?m.39 q ↔ ∀ (a : ?m.35), (Polynomial.aeval a) ?m.39 ≠ 0 ∨ (Polynomial.aeval a) q ≠ 0
Main.lean:55:4: error: No goals to be solved
```

What went wrong. The first error comes from a missing argument. `Polynomial.isCoprime_iff_aeval_ne_zero_of_isAlgClosed` takes four explicit arguments here: the coefficient field, the field in which common roots are sought, and the two polynomials. The attempt gave only `ℂ _ _`, so the first underscore stood for the second field and the other for the first polynomial. What remained was still a function, waiting for the polynomial `q`, as the type in the message shows. `.mpr` can be taken from an equivalence but not from a function, hence the complaint about `Function.mpr`.

The second error, "No goals to be solved" at `by_contra hc`, is a consequence of the first: after the failed `refine` there was no goal left for that line to work on.

The repair inserts a second `ℂ`, which names the field of the roots. The two underscores now stand for the two polynomials, which Lean reads off from the goal. The expression is then an equivalence, `.mpr` applies, and `refine` leaves the goal that `by_contra` needs.

Lean accepts the file once it reads:

```diff
@@ -52,5 +52,5 @@
   -- without a common root the characteristic polynomials are coprime
   have hco : IsCoprime F.charpoly G.charpoly := by
-    refine (Polynomial.isCoprime_iff_aeval_ne_zero_of_isAlgClosed ℂ _ _).mpr fun μ => ?_
+    refine (Polynomial.isCoprime_iff_aeval_ne_zero_of_isAlgClosed ℂ ℂ _ _).mpr fun μ => ?_
     by_contra hc
     simp only [not_or, not_ne_iff, Polynomial.coe_aeval_eq_eval, Matrix.eval_charpoly] at hc
```
